# A cancellation-free series for the Boys function at T ≥ 0, with lower bounds from its partial sums

The Coulomb attraction between a nucleus and an electron in a Gaussian charge cloud reduces to the one-dimensional integral F_m(T) = ∫₀¹ t^(2m) exp(−T t²) dt, the Boys function, where T ≥ 0 grows with the squared distance between nucleus and cloud and the natural number m is called the order. Expanding the exponential under the integral gives a series of alternating sign that loses digits when T is large, so the file below proves a different series, whose terms are all nonnegative for T ≥ 0.

```lean
import Mathlib

open Filter Topology

namespace BoysSeries

noncomputable section

/-- The Boys function `F_m(T)`, the integral of `t^(2m) exp(-T t²)` over `[0,1]`. -/
def boys (m : ℕ) (T : ℝ) : ℝ :=
  ∫ t in (0 : ℝ)..1, t ^ (2 * m) * Real.exp (-T * t ^ 2)

/-- The product `(2m+1)(2m+3)...(2m+2n-1)` of `n` consecutive odd numbers. -/
def oddProd (m n : ℕ) : ℝ :=
  ∏ j ∈ Finset.range n, (2 * ((m : ℝ) + j) + 1)

/-- Lengthening the product by one step multiplies it by the next odd number, `2(m+n)+1`. -/
theorem oddProd_succ (m n : ℕ) :
    oddProd m (n + 1) = oddProd m n * (2 * ((m : ℝ) + n) + 1) := by
  unfold oddProd
  rw [Finset.prod_range_succ]

/-- The product of `n` consecutive odd numbers starting at `2m+1` is at least `n!`. -/
theorem factorial_le_oddProd (m n : ℕ) : (Nat.factorial n : ℝ) ≤ oddProd m n := by
  induction n with
  | zero => simp [oddProd]
  | succ n ih =>
    have hm : (0 : ℝ) ≤ m := Nat.cast_nonneg m
    have hn : (0 : ℝ) ≤ n := Nat.cast_nonneg n
    have hP : 0 ≤ oddProd m n := le_trans (by positivity) ih
    rw [oddProd_succ, Nat.factorial_succ, Nat.cast_mul, mul_comm]
    refine mul_le_mul ih ?_ (by positivity) hP
    push_cast
    linarith

/-- Recursion in the order: `(2m+1) F_m(T) = 2T F_(m+1)(T) + exp(-T)` for every real `T`. -/
theorem boys_recursion (m : ℕ) (T : ℝ) :
    (2 * (m : ℝ) + 1) * boys m T = 2 * T * boys (m + 1) T + Real.exp (-T) := by
  -- the derivative of `t^(2m+1) exp(-T t²)` contains both integrands
  have hd : ∀ t ∈ Set.uIcc (0 : ℝ) 1,
      HasDerivAt (fun t : ℝ => t ^ (2 * m + 1) * Real.exp (-T * t ^ 2))
        ((2 * (m : ℝ) + 1) * (t ^ (2 * m) * Real.exp (-T * t ^ 2))
          - 2 * T * (t ^ (2 * (m + 1)) * Real.exp (-T * t ^ 2))) t := by
    intro t _
    have h1 := hasDerivAt_pow (2 * m + 1) t
    have h2 : HasDerivAt (fun t : ℝ => Real.exp (-T * t ^ 2))
        (Real.exp (-T * t ^ 2) * (-T * (2 * t))) t := by
      refine (((hasDerivAt_pow 2 t).const_mul (-T)).exp).congr_deriv ?_
      norm_num
    refine (h1.fun_mul h2).congr_deriv ?_
    rw [Nat.add_sub_cancel]
    push_cast
    ring
  have hi1 : IntervalIntegrable (fun t : ℝ =>
      (2 * (m : ℝ) + 1) * (t ^ (2 * m) * Real.exp (-T * t ^ 2))) MeasureTheory.volume 0 1 :=
    Continuous.intervalIntegrable (by fun_prop) _ _
  have hi2 : IntervalIntegrable (fun t : ℝ =>
      2 * T * (t ^ (2 * (m + 1)) * Real.exp (-T * t ^ 2))) MeasureTheory.volume 0 1 :=
    Continuous.intervalIntegrable (by fun_prop) _ _
  have h := intervalIntegral.integral_eq_sub_of_hasDerivAt hd (hi1.sub hi2)
  rw [intervalIntegral.integral_sub hi1 hi2, intervalIntegral.integral_const_mul,
    intervalIntegral.integral_const_mul] at h
  have h0 : (0 : ℝ) ^ (2 * m + 1) = 0 := zero_pow (by omega)
  simp only [h0, one_pow, one_mul, mul_one, zero_mul, sub_zero] at h
  unfold boys
  linarith

/-- After `n` steps of the recursion, `F_m(T)` is `exp(-T)` times the first `n` terms of the
series plus an exact remainder proportional to `F_(m+n)(T)`. -/
theorem boys_expansion (m n : ℕ) (T : ℝ) :
    boys m T = Real.exp (-T) * ∑ k ∈ Finset.range n, (2 * T) ^ k / oddProd m (k + 1)
      + (2 * T) ^ n / oddProd m n * boys (m + n) T := by
  induction n with
  | zero => simp [oddProd]
  | succ n ih =>
    have key : (2 * T) ^ n / oddProd m n * boys (m + n) T
        = Real.exp (-T) * ((2 * T) ^ n / oddProd m (n + 1))
          + (2 * T) ^ (n + 1) / oddProd m (n + 1) * boys (m + n + 1) T := by
      have hr := boys_recursion (m + n) T
      rw [Nat.cast_add] at hr
      have hd : 2 * ((m : ℝ) + n) + 1 ≠ 0 := by positivity
      have hF : boys (m + n) T
          = (2 * T * boys (m + n + 1) T + Real.exp (-T)) / (2 * ((m : ℝ) + n) + 1) := by
        rw [eq_div_iff hd]
        linarith
      rw [hF, oddProd_succ]
      generalize 2 * ((m : ℝ) + n) + 1 = d
      ring
    rw [Finset.sum_range_succ, ← add_assoc m n 1]
    linear_combination ih + key

/-- Series for the Boys function: for every real `T` the sum over `k` of
`(2T)^k / ((2m+1)(2m+3)...(2m+2k+1))` converges, and `F_m(T)` is `exp(-T)` times it. -/
theorem boys_series (m : ℕ) (T : ℝ) :
    Summable (fun k : ℕ => (2 * T) ^ k / oddProd m (k + 1)) ∧
      boys m T = Real.exp (-T) * ∑' k : ℕ, (2 * T) ^ k / oddProd m (k + 1) := by
  have hpos : ∀ n, 0 < oddProd m n := fun n =>
    lt_of_lt_of_le (by positivity) (factorial_le_oddProd m n)
  -- domination by the exponential series
  have hs : Summable (fun k : ℕ => (2 * T) ^ k / oddProd m (k + 1)) := by
    refine Summable.of_norm_bounded (Real.summable_pow_div_factorial |2 * T|) fun k => ?_
    have hk : (Nat.factorial k : ℝ) ≤ oddProd m (k + 1) :=
      le_trans (by exact_mod_cast Nat.factorial_le (Nat.le_succ k))
        (factorial_le_oddProd m (k + 1))
    rw [norm_div, norm_pow, Real.norm_eq_abs, Real.norm_eq_abs, abs_of_pos (hpos _)]
    exact div_le_div_of_nonneg_left (by positivity) (by positivity) hk
  have hb : ∀ n, ‖boys n T‖ ≤ Real.exp |T| := by
    intro n
    have h := intervalIntegral.norm_integral_le_of_norm_le_const (a := (0 : ℝ)) (b := 1)
      (f := fun t : ℝ => t ^ (2 * n) * Real.exp (-T * t ^ 2)) (C := Real.exp |T|) (by
        intro t ht
        rw [Set.uIoc_of_le zero_le_one] at ht
        have h1 : t ^ (2 * n) ≤ 1 := pow_le_one₀ ht.1.le ht.2
        have h2 : t ^ 2 ≤ 1 := pow_le_one₀ ht.1.le ht.2
        have h3 : -T * t ^ 2 ≤ |T| := by
          nlinarith [neg_le_abs T, abs_nonneg T, sq_nonneg t]
        have h4 : 0 ≤ t ^ (2 * n) := pow_nonneg ht.1.le _
        rw [Real.norm_eq_abs, abs_of_nonneg (mul_nonneg h4 (Real.exp_pos _).le)]
        calc t ^ (2 * n) * Real.exp (-T * t ^ 2) ≤ 1 * Real.exp |T| :=
              mul_le_mul h1 (Real.exp_le_exp.mpr h3) (Real.exp_pos _).le zero_le_one
          _ = Real.exp |T| := one_mul _)
    rw [sub_zero, abs_one, mul_one] at h
    exact h
  -- the remainder of the finite expansion vanishes
  have hrem : Tendsto (fun n : ℕ => (2 * T) ^ n / oddProd m n * boys (m + n) T)
      atTop (𝓝 0) := by
    have hz := (Real.summable_pow_div_factorial |2 * T|).tendsto_atTop_zero.mul_const
      (Real.exp |T|)
    rw [zero_mul] at hz
    refine squeeze_zero_norm (fun n => ?_) hz
    rw [norm_mul, norm_div, norm_pow, Real.norm_eq_abs (2 * T),
      Real.norm_eq_abs (oddProd m n), abs_of_pos (hpos n)]
    exact mul_le_mul (div_le_div_of_nonneg_left (by positivity) (by positivity)
      (factorial_le_oddProd m n)) (hb _) (norm_nonneg _) (by positivity)
  refine ⟨hs, ?_⟩
  have h := (hs.hasSum.tendsto_sum_nat.const_mul (Real.exp (-T))).add hrem
  rw [add_zero] at h
  have h' : Tendsto (fun _ : ℕ => boys m T) atTop
      (𝓝 (Real.exp (-T) * ∑' k : ℕ, (2 * T) ^ k / oddProd m (k + 1))) :=
    h.congr fun n => (boys_expansion m n T).symm
  exact tendsto_nhds_unique tendsto_const_nhds h'

/-- For `T ≥ 0` every partial sum of the series, times `exp(-T)`, is a lower bound
for `F_m(T)`. -/
theorem partial_sum_le_boys (m n : ℕ) {T : ℝ} (hT : 0 ≤ T) :
    Real.exp (-T) * ∑ k ∈ Finset.range n, (2 * T) ^ k / oddProd m (k + 1) ≤ boys m T := by
  have hP : 0 ≤ oddProd m n := le_trans (by positivity) (factorial_le_oddProd m n)
  have hF : 0 ≤ boys (m + n) T :=
    intervalIntegral.integral_nonneg zero_le_one fun t ht =>
      mul_nonneg (pow_nonneg ht.1 _) (Real.exp_pos _).le
  have hR : 0 ≤ (2 * T) ^ n / oddProd m n * boys (m + n) T := by positivity
  linarith [boys_expansion m n T]

/-- For `T ≥ 0`, stopping the series after `n` terms leaves an error in `F_m(T)` of at most
`(2T)^n / ((2m+1)(2m+3)...(2m+2n+1))`. -/
theorem truncation_error_le (m n : ℕ) {T : ℝ} (hT : 0 ≤ T) :
    boys m T - Real.exp (-T) * ∑ k ∈ Finset.range n, (2 * T) ^ k / oddProd m (k + 1)
      ≤ (2 * T) ^ n / oddProd m (n + 1) := by
  have hP : 0 ≤ oddProd m n := le_trans (by positivity) (factorial_le_oddProd m n)
  -- compare the remainder integral with its value at `T = 0`
  have hmono : boys (m + n) T ≤ boys (m + n) 0 := by
    unfold boys
    refine intervalIntegral.integral_mono_on zero_le_one
      (Continuous.intervalIntegrable (by fun_prop) _ _)
      (Continuous.intervalIntegrable (by fun_prop) _ _) fun t ht => ?_
    refine mul_le_mul_of_nonneg_left (Real.exp_le_exp.mpr ?_) (pow_nonneg ht.1 _)
    nlinarith [mul_nonneg hT (sq_nonneg t)]
  have h0 := boys_recursion (m + n) 0
  rw [Nat.cast_add, mul_zero, zero_mul, zero_add, neg_zero, Real.exp_zero] at h0
  have hd : 0 < 2 * ((m : ℝ) + n) + 1 := by positivity
  have hF : boys (m + n) T ≤ 1 / (2 * ((m : ℝ) + n) + 1) := by
    rw [le_div_iff₀ hd]
    nlinarith [mul_le_mul_of_nonneg_left hmono hd.le]
  have hR : (2 * T) ^ n / oddProd m n * boys (m + n) T
      ≤ (2 * T) ^ n / oddProd m n * (1 / (2 * ((m : ℝ) + n) + 1)) :=
    mul_le_mul_of_nonneg_left hF (by positivity)
  rw [div_mul_div_comm, mul_one, ← oddProd_succ] at hR
  linarith [boys_expansion m n T]

/-- For `m = 0` the denominators are the double factorials `(2k+1)!!`. -/
theorem oddProd_zero_eq (k : ℕ) :
    oddProd 0 (k + 1) = (Nat.doubleFactorial (2 * k + 1) : ℝ) := by
  induction k with
  | zero => norm_num [oddProd, Nat.doubleFactorial]
  | succ k ih =>
    rw [oddProd_succ, ih, show 2 * (k + 1) + 1 = (2 * k + 1) + 2 by ring,
      Nat.doubleFactorial_add_two]
    push_cast
    ring

/-- The case `m = 0`: the integral of `exp(-T t²)` over `[0,1]` is `exp(-T)` times the sum
over `k` of `(2T)^k / (2k+1)!!`. -/
theorem boys_zero_series (T : ℝ) :
    ∫ t in (0 : ℝ)..1, Real.exp (-T * t ^ 2)
      = Real.exp (-T) * ∑' k : ℕ, (2 * T) ^ k / (Nat.doubleFactorial (2 * k + 1) : ℝ) := by
  have h := (boys_series 0 T).2
  simp only [oddProd_zero_eq, boys, mul_zero, pow_zero, one_mul] at h
  exact h

end

end BoysSeries
```

```lean
#print axioms BoysSeries.partial_sum_le_boys
#print axioms BoysSeries.truncation_error_le
#print axioms BoysSeries.boys_zero_series
```

```
'BoysSeries.partial_sum_le_boys' depends on axioms: [propext, Classical.choice, Quot.sound]
'BoysSeries.truncation_error_le' depends on axioms: [propext, Classical.choice, Quot.sound]
'BoysSeries.boys_zero_series' depends on axioms: [propext, Classical.choice, Quot.sound]
```

## The series and its two bounds

Write P(m,n) for the product of n consecutive odd numbers starting at 2m+1:

P(m,n) = (2m+1)(2m+3)…(2m+2n−1), P(m,0) = 1.

The main theorem, `boys_series`, says that for every natural m and every real T the series on the right converges and

F_m(T) = exp(−T) Σ_{k≥0} (2T)^k / P(m,k+1).

Write S_n for the sum of the first n terms, k = 0 to n−1. For T ≥ 0, `partial_sum_le_boys` and `truncation_error_le` together give

0 ≤ F_m(T) − exp(−T) S_n ≤ (2T)^n / P(m,n+1).

For m = 0 the denominators are the double factorials (2k+1)!! = 1·3·5…(2k+1), and `boys_zero_series` states that case with the integral written out.

In Lean, `boys m T` is the integral over [0,1] and `oddProd m n` is P(m,n) as a real number. `Finset.range n` runs over 0, …, n−1, so n = 0 is allowed and gives the lower bound zero. The infinite sum is written `∑'`, which Lean sets to zero for a series that is not summable; this is why `boys_series` also states `Summable`. The hypothesis `hT : 0 ≤ T` appears only in the two bounds. For negative T the identity still holds, but the terms alternate in sign.

## From Coulomb integrals to F_m(T)

For an s-type Gaussian charge cloud with exponent p, centred at A, and a nucleus at C, the attraction integral, with the charges and their sign left out, is

∫ exp(−p|r−A|²) / |r−C| d³r = (2π/p) F_0(T), T = p|A−C|².

Electron repulsion between two such clouds with exponents p and q has the same form, with T = pq/(p+q) times the squared distance between their centres. Functions of higher angular momentum bring in higher orders m. The file starts from the one-dimensional integral and takes this reduction as background. It works with real numbers, so rounding is not modelled; "cancellation-free" refers to the signs of the terms.

## One integration gives the recursion

Differentiate t^(2m+1) exp(−T t²):

d/dt [t^(2m+1) exp(−T t²)] = (2m+1) t^(2m) exp(−T t²) − 2T t^(2m+2) exp(−T t²).

Integrate from 0 to 1. The left side gives exp(−T), because the function vanishes at t = 0, and the right side contains two Boys functions:

(2m+1) F_m(T) = 2T F_{m+1}(T) + exp(−T).

This is `boys_recursion`. Its step `hd` is the derivative, `hi1` and `hi2` supply integrability from continuity, and `integral_eq_sub_of_hasDerivAt` is the fundamental theorem of calculus.

## Iterating leaves an exact remainder

Applied at order m+n and solved for F_{m+n}, the recursion reads

F_{m+n}(T) = [exp(−T) + 2T F_{m+n+1}(T)] / (2m+2n+1).

Starting from F_m and substituting n times gives

F_m(T) = exp(−T) S_n + R_n, R_n = (2T)^n F_{m+n}(T) / P(m,n).

For n = 0 this says F_m = F_m. For the step from n to n+1, insert the formula for F_{m+n} into R_n and use P(m,n+1) = P(m,n)(2m+2n+1):

R_n = exp(−T) (2T)^n / P(m,n+1) + (2T)^(n+1) F_{m+n+1}(T) / P(m,n+1).

The first piece is the next term of the series and the second is R_{n+1}. The theorem `boys_expansion` follows the same induction: `key` is the last equation, and `linear_combination ih + key` adds it to the induction hypothesis.

## The remainder vanishes for every real T

The factor of P(m,n) with index j, counted from zero, is 2(m+j)+1, which is at least j+1. Multiplying over j = 0, …, n−1 gives P(m,n) ≥ n!, which is `factorial_le_oddProd`. The terms of the series therefore satisfy

|(2T)^k / P(m,k+1)| ≤ |2T|^k / (k+1)! ≤ |2T|^k / k!,

and the series converges by comparison with the exponential series. This is `hs` in the proof of `boys_series`.

On [0,1] we have t^(2m+2n) ≤ 1 and −T t² ≤ |T|, so |F_{m+n}(T)| ≤ exp(|T|), which is `hb`. Hence

|R_n| ≤ exp(|T|) |2T|^n / n!,

and the right side tends to zero because it is a constant times the general term of a convergent series. This is `hrem`. Letting n grow in the finite expansion, whose left side does not depend on n, gives the infinite series; `tendsto_nhds_unique` expresses that a sequence has only one limit.

## The sign of T supplies the bounds

Let T ≥ 0. Every factor of R_n is then nonnegative, since F_{m+n}(T) is the integral of a nonnegative function. So R_n ≥ 0, and exp(−T) S_n lies at or below F_m(T). In `partial_sum_le_boys`, `hR` is this sign statement.

For the upper bound, exp(−T t²) ≤ 1 gives

F_{m+n}(T) ≤ F_{m+n}(0) = 1/(2m+2n+1).

Multiplying by (2T)^n / P(m,n) yields R_n ≤ (2T)^n / P(m,n+1). In `truncation_error_le`, `hmono` compares the two integrals, and the value at T = 0 comes from the recursion, where the term with 2T drops out and exp(−T) becomes 1.

The double factorials for m = 0 follow by induction in `oddProd_zero_eq`, since P(0,k+1) and (2k+1)!! both start at 1 and gain the same odd factor at each step.

## The series inside an integral routine

A routine can build the terms without forming any product. It starts with a_0 = 1/(2m+1) and updates

a_{k+1} = a_k · 2T / (2m+2k+3).

After adding a_0, …, a_{n−1}, it multiplies the sum by exp(−T). The first omitted term a_n = (2T)^n / P(m,n+1) is exactly the proved error bound, so a stopping test costs almost nothing. A small value of exp(−T) a_n alone is not a guarantee: the error is at least that large, because the next partial sum is also a lower bound. For large T the bound a_n can lie far above the true error, so a test on a_n is safe but may add more terms than needed.

For m = 0 and T = 1, five terms give 0.74549, while F_0(1) is about 0.74682. The error is about 0.0013, within the bound a_5 = 32/10395 ≈ 0.0031.

When several orders are needed, the series can be summed once for the highest order, and the lower ones follow from

F_m(T) = [2T F_{m+1}(T) + exp(−T)] / (2m+1).

For T ≥ 0 this downward step only adds nonnegative numbers. The upward direction subtracts exp(−T) and divides by 2T, which loses accuracy when T is small.

The terms a_k keep growing until 2m+2k+3 exceeds 2T, so the number of terms needed rises with T. For large T a program can switch to the asymptotic form, which for m = 0 is ½√(π/T).
